# Counting one state per multiplet in each spin sector gives the Weyl numbers

A spin multiplet can be modelled as a set of eigenfunctions of \(S^2\) or only by its place in a count, and this note takes the second option. Let \(K\) be the number of spatial orbitals. A multiplet is labelled by the numbers \(a\) of spin-up and \(b\) of spin-down electrons in its highest-weight state, so it has \(a+b\) electrons and spin \(S=(a-b)/2\). A function \(m(a,b)\) says how many such multiplets there are, and the determinant counts have to fix it. The answer is the Weyl number

\[
W(K,a,b)=\frac{(a-b+1)\binom{K+1}{a+1}\binom{K+1}{b}}{K+1}.
\]

In Lean this is `weyl K a b`, a rational number, so that \(a-b\) is a true difference and the division is exact.

```lean
import Mathlib

open Finset

namespace WeylMultipletCount

/-- The Weyl number for `K` orbitals, with `a` spin-up and `b` spin-down electrons
in the highest-weight state of the multiplet. -/
def weyl (K a b : ℕ) : ℚ :=
  ((a : ℚ) - b + 1) * ((K + 1).choose (a + 1) : ℚ) * ((K + 1).choose b : ℚ) / ((K : ℚ) + 1)
```

A Slater determinant is a pair of subsets of the orbitals `Fin K`, one occupied by spin-up and one by spin-down electrons. The sector \((a,b)\), with spin projection \(M=(a-b)/2\), therefore contains

\[
D(a,b)=\binom{K}{a}\binom{K}{b}
\]

determinants. The Pauli principle is built in, since a set holds each orbital at most once. Orbital energies, interactions and spatial symmetry play no part.

```lean
/-- Slater determinants, given by the sets of orbitals occupied by `a` spin-up
and `b` spin-down electrons. -/
def determinants (K a b : ℕ) : Finset (Finset (Fin K) × Finset (Fin K)) :=
  (univ.powersetCard a) ×ˢ (univ.powersetCard b)

/-- The number of determinants is the product of the numbers of spin-up and
spin-down occupation patterns. -/
theorem card_determinants (K a b : ℕ) :
    (determinants K a b).card = K.choose a * K.choose b := by
  simp [determinants, Finset.card_product, Finset.card_powersetCard]
```

## Each multiplet contributes one state to a sector

A multiplet of spin \(S\) has exactly one state for each \(M=-S,\dots,S\). The multiplets reaching the sector \((a,b)\) with \(b\le a\) are those with highest-weight occupations \((a+j,b-j)\), \(0\le j\le b\), because flipping \(j\) spins up raises \(M\) by \(j\). Hence

\[
\sum_{j=0}^{b} m(a+j,b-j)=D(a,b).
\]

This sum rule is the physical input. It comes from the theory of angular momentum and is assumed, not derived from spin operators. If higher-spin multiplets were left out of the sum, two electrons in two orbitals would appear to have \(D(1,1)=4\) singlets; in fact one of the four states belongs to the triplet.

To see that \(W\) satisfies the rule, first write it as a difference of determinant counts. The absorption identity is

\[
(K+1)\binom{K}{a}=(a+1)\binom{K+1}{a+1}.
\]

For \(b=0\) it gives \(W(K,a,0)=\binom{K}{a}\) at once. For \(b+1\) spin-down electrons, set \(A=\binom{K+1}{a+1}\) and \(B=\binom{K+1}{b+1}\). Then

\[
W(K,a,b+1)=\frac{(a-b)AB}{K+1}
=\frac{(a+1)A\,B-A\,(b+1)B}{K+1}
=\binom{K}{a}B-A\binom{K}{b}.
\]

Pascal's rule gives \(A=\binom{K}{a}+\binom{K}{a+1}\) and \(B=\binom{K}{b}+\binom{K}{b+1}\). The products \(\binom{K}{a}\binom{K}{b}\) cancel, and

\[
W(K,a,b+1)=D(a,b+1)-D(a+1,b).
\]

In `weyl_succ`, `hA` and `hB` are the two instances of Pascal's rule. The final `linear_combination` multiplies the absorption identities by \(B\) and \(A\), as in the calculation above.

```lean
/-- Absorption identity relating binomials for `K` and `K + 1` orbitals. -/
lemma absorb (K a : ℕ) :
    ((K : ℚ) + 1) * (K.choose a : ℚ) = ((K + 1).choose (a + 1) : ℚ) * ((a : ℚ) + 1) := by
  exact_mod_cast Nat.add_one_mul_choose_eq K a

/-- Without spin-down electrons the Weyl number is the number of ways to place
`a` spin-up electrons in `K` orbitals. -/
theorem weyl_zero (K a : ℕ) : weyl K a 0 = (K.choose a : ℚ) := by
  have hK : (K : ℚ) + 1 ≠ 0 := by positivity
  have h := absorb K a
  rw [weyl, Nat.choose_zero_right, div_eq_iff hK]
  push_cast
  linear_combination -h

/-- For `a` spin-up and `b + 1` spin-down electrons, the Weyl number is the number of determinants
in that sector minus the number in the sector with `a + 1` spin-up and `b` spin-down electrons. -/
theorem weyl_succ (K a b : ℕ) :
    weyl K a (b + 1) = (K.choose a : ℚ) * (K.choose (b + 1) : ℚ)
      - (K.choose (a + 1) : ℚ) * (K.choose b : ℚ) := by
  have hK : (K : ℚ) + 1 ≠ 0 := by positivity
  have h1 := absorb K a
  have h2 := absorb K b
  -- Pascal's rule for both spin strings
  have hA : ((K + 1).choose (a + 1) : ℚ) = (K.choose a : ℚ) + (K.choose (a + 1) : ℚ) := by
    exact_mod_cast Nat.choose_succ_succ K a
  have hB : ((K + 1).choose (b + 1) : ℚ) = (K.choose b : ℚ) + (K.choose (b + 1) : ℚ) := by
    exact_mod_cast Nat.choose_succ_succ K b
  rw [hA] at h1
  rw [hB] at h2
  rw [weyl, hA, hB, div_eq_iff hK]
  push_cast
  linear_combination (-((K.choose b : ℚ) + (K.choose (b + 1) : ℚ))) * h1
    + ((K.choose a : ℚ) + (K.choose (a + 1) : ℚ)) * h2
```

Separating the term \(j=0\), which has the lowest spin, turns the sum for \((a,b+1)\) into

\[
m(a,b+1)+\sum_{j=0}^{b}m(a+1+j,b-j).
\]

The remaining sum belongs to the neighbouring sector \((a+1,b)\). For \(m=W\), induction on \(b\) gives it the value \(D(a+1,b)\), and adding \(W(K,a,b+1)=D(a,b+1)-D(a+1,b)\) leaves \(D(a,b+1)\). The case \(b=0\) is \(W(K,a,0)=\binom{K}{a}=D(a,0)\).

Lean writes the sum over `antidiagonal b`, the pairs `p` with `p.1 + p.2 = b`; here `p.1` is \(j\) and `p.2` is \(b-j\). The lemma `sum_peel` separates the first term, and `sum_weyl` carries out the induction with \(a\) left general, because the step moves from \(a\) to \(a+1\).

```lean
/-- The sum of `m` over the pairs `(a + j, b + 1 - j)` with `0 ≤ j ≤ b + 1` is its `j = 0` term plus
the sum over the pairs `(a + 1 + j, b - j)` with `0 ≤ j ≤ b`. -/
lemma sum_peel (m : ℕ → ℕ → ℚ) (a b : ℕ) :
    ∑ p ∈ antidiagonal (b + 1), m (a + p.1) p.2
      = m a (b + 1) + ∑ p ∈ antidiagonal b, m (a + 1 + p.1) p.2 := by
  rw [Finset.Nat.sum_antidiagonal_succ]
  simp only [add_zero]
  congr 1
  apply Finset.sum_congr rfl
  intro p _
  rw [show a + (p.1 + 1) = a + 1 + p.1 by omega]

/-- The Weyl numbers for the pairs `(a + j, b - j)` with `0 ≤ j ≤ b` add up to the number of
determinants with `a` spin-up and `b` spin-down electrons. -/
theorem sum_weyl (K a b : ℕ) :
    ∑ p ∈ antidiagonal b, weyl K (a + p.1) p.2 = ((determinants K a b).card : ℚ) := by
  induction b generalizing a with
  | zero => simp [card_determinants, weyl_zero]
  | succ b ih =>
    -- the sum telescopes
    rw [sum_peel (weyl K), ih (a + 1), weyl_succ, card_determinants, card_determinants]
    push_cast
    ring
```

## Sectors with \(b\le a\)

The condition \(b\le a\) selects \(M\ge 0\), and for a highest-weight state it says \(S\ge 0\). The main theorem, `multiplicity_iff_weyl`, reads: for a rational-valued function \(m\), the sum rule holds in every sector with \(b\le a\) if and only if \(m(a,b)=W(K,a,b)\) for all \(b\le a\). Neither integrality nor positivity of \(m\) is assumed.

By hand, uniqueness follows by subtracting the rule for \((a+1,b)\) from the rule for \((a,b+1)\):

\[
m(a,b+1)=D(a,b+1)-D(a+1,b)=W(K,a,b+1).
\]

Both rules are available, since \(b+1\le a\) implies \(b\le a+1\). For \(b=0\) the sum has a single term. Conversely, if \(m=W\) on the allowed pairs, the sum rule for \(m\) is the one for \(W\), because \(b\le a\) implies \(b-j\le a+j\).

The Lean proof follows the same division. It treats `b = 0` separately, applies `sum_peel` to both `m` and `weyl K`, and lets `linarith` subtract the equations. In the converse direction, `omega` checks that every term lies in the allowed range.

If the restriction were removed from the conclusion alone, the equivalence would fail: the sums for \(b\le a\) never contain a value \(m(a,b)\) with \(b>a\), so such values remain arbitrary.

```lean
/-- Multiplicities `m a b` reproduce the determinant count of every sector with `b ≤ a`, one state
per multiplet, exactly when `m a b` equals the Weyl number for all `b ≤ a`. -/
theorem multiplicity_iff_weyl (K : ℕ) (m : ℕ → ℕ → ℚ) :
    (∀ a b, b ≤ a →
      ∑ p ∈ antidiagonal b, m (a + p.1) p.2 = ((determinants K a b).card : ℚ)) ↔
    (∀ a b, b ≤ a → m a b = weyl K a b) := by
  constructor
  · intro h a b hba
    cases b with
    | zero =>
      have h0 := h a 0 hba
      have hw := sum_weyl K a 0
      rw [← hw] at h0
      simpa using h0
    | succ b =>
      -- subtract the sum rules of neighbouring sectors
      have h1 := h a (b + 1) hba
      have h2 := h (a + 1) b (by omega)
      have w1 := sum_weyl K a (b + 1)
      have w2 := sum_weyl K (a + 1) b
      rw [sum_peel m] at h1
      rw [sum_peel (weyl K)] at w1
      linarith
  · intro h a b hba
    rw [← sum_weyl K a b]
    apply Finset.sum_congr rfl
    intro p hp
    have hp' : p.1 + p.2 = b := HasAntidiagonal.mem_antidiagonal.mp hp
    exact h _ _ (by omega)
```

The formula is the case of Weyl's dimension formula for \(U(K)\) in which the Young diagram has at most two columns, of lengths \(a\) and \(b\). The theorem characterises these numbers by counting and constructs no representation.

## Electrons that fit into the orbitals

The conditions \(a\le K\) and \(b\le K\) say that each spin species fits into the available orbitals. They make \(K-a\) and \(K-b\) genuine hole numbers. Exchanging electrons and holes, with the spin labels swapped, sends \((a,b)\) to \((K-b,K-a)\) and leaves the spin unchanged:

\[
(K-b)-(K-a)=a-b.
\]

The binomials are exchanged as well:

\[
\binom{K+1}{K-b+1}=\binom{K+1}{b},\qquad
\binom{K+1}{K-a}=\binom{K+1}{a+1}.
\]

Therefore \(W(K,K-b,K-a)=W(K,a,b)\). The ordering \(b\le a\) is not needed. In the proof, `h1` and `h2` are the binomial symmetries, and `ha` and `hb` also allow the natural-number subtractions to become rational ones.

Without \(a\le K\) the Lean equation can fail, because subtraction of natural numbers stops at zero. For \(K=1\), \(a=2\), \(b=0\), the right-hand side is \(W(1,2,0)=0\), whereas the left-hand side becomes \(W(1,1,0)=1\).

```lean
/-- Particle-hole symmetry: for `a ≤ K` and `b ≤ K`, the Weyl number is unchanged when the electron
numbers `a` and `b` are replaced by the hole numbers `K - b` and `K - a`. -/
theorem weyl_particle_hole (K a b : ℕ) (ha : a ≤ K) (hb : b ≤ K) :
    weyl K (K - b) (K - a) = weyl K a b := by
  have h1 : (K + 1).choose (K - b + 1) = (K + 1).choose b :=
    Nat.choose_symm_of_eq_add (by omega)
  have h2 : (K + 1).choose (K - a) = (K + 1).choose (a + 1) :=
    Nat.choose_symm_of_eq_add (by omega)
  unfold weyl
  rw [h1, h2, Nat.cast_sub hb, Nat.cast_sub ha]
  ring
```

For \(b\le a\), the bound \(a\le K\) also decides whether a multiplet exists at all. If \(a>K\), then \(\binom{K+1}{a+1}=0\) and \(W\) vanishes. If \(b\le a\le K\), both binomials are positive and \(a-b+1\ge 1\), so \(W>0\). The proof of `weyl_pos_iff` checks these factors one by one. Here the ordering matters: for \(K=1\), \(a=0\), \(b=1\), the prefactor \(a-b+1\) is zero although \(a\le K\).

```lean
/-- For `b ≤ a` the Weyl number is positive exactly when the spin-up electrons
fit into the `K` orbitals. -/
theorem weyl_pos_iff (K a b : ℕ) (hba : b ≤ a) : 0 < weyl K a b ↔ a ≤ K := by
  constructor
  · intro h
    by_contra hK
    have h0 : (K + 1).choose (a + 1) = 0 := Nat.choose_eq_zero_of_lt (by omega)
    simp [weyl, h0] at h
  · intro h
    have h1 : (0 : ℚ) < ((K + 1).choose (a + 1) : ℚ) :=
      Nat.cast_pos.mpr (Nat.choose_pos (by omega))
    have h2 : (0 : ℚ) < ((K + 1).choose b : ℚ) :=
      Nat.cast_pos.mpr (Nat.choose_pos (by omega))
    have h3 : (b : ℚ) ≤ a := Nat.cast_le.mpr hba
    have h4 : (0 : ℚ) < (a : ℚ) - b + 1 := by linarith
    exact div_pos (mul_pos (mul_pos h4 h1) h2) (by positivity)
```

## Two orbitals, then six

For two electrons in two orbitals,

\[
W(2,1,1)=\frac{1\cdot 3\cdot 3}{3}=3,\qquad
W(2,2,0)=\frac{3\cdot 1\cdot 1}{3}=1.
\]

There are three singlets and one triplet, and \(3+1=4=D(1,1)\).

For CAS(6,6), six electrons in six orbitals, the same formula gives

\[
\begin{aligned}
W(6,3,3)&=\frac{1\cdot 35\cdot 35}{7}=175, &
W(6,4,2)&=\frac{3\cdot 21\cdot 21}{7}=189,\\
W(6,5,1)&=\frac{5\cdot 7\cdot 7}{7}=35, &
W(6,6,0)&=\frac{7\cdot 1\cdot 1}{7}=1.
\end{aligned}
\]

These are the numbers of singlets, triplets, quintets and septets. Their sum is \(400=\binom{6}{3}^2\), the number of determinants with \(M=0\). In this active space, without spatial symmetry, a singlet calculation in configuration state functions thus has dimension 175, where the basis of determinants with \(M=0\) has 400. Lean evaluates the definition with `norm_num`.

```lean
/-- For six electrons in six orbitals the Weyl numbers are 175, 189, 35 and 1,
and their sum is the square of `C(6,3)`, which is 400. -/
theorem cas_six_six :
    weyl 6 3 3 = 175 ∧ weyl 6 4 2 = 189 ∧ weyl 6 5 1 = 35 ∧ weyl 6 6 0 = 1 ∧
    weyl 6 3 3 + weyl 6 4 2 + weyl 6 5 1 + weyl 6 6 0 = (Nat.choose 6 3 : ℚ) ^ 2 ∧
    (Nat.choose 6 3 : ℚ) ^ 2 = 400 := by
  norm_num [weyl, Nat.choose]

end WeylMultipletCount
```

```lean
#print axioms WeylMultipletCount.multiplicity_iff_weyl
#print axioms WeylMultipletCount.weyl_particle_hole
#print axioms WeylMultipletCount.weyl_pos_iff
#print axioms WeylMultipletCount.cas_six_six
```

```
'WeylMultipletCount.multiplicity_iff_weyl' depends on axioms: [propext, Classical.choice, Quot.sound]
'WeylMultipletCount.weyl_particle_hole' depends on axioms: [propext, Classical.choice, Quot.sound]
'WeylMultipletCount.weyl_pos_iff' depends on axioms: [propext, Classical.choice, Quot.sound]
'WeylMultipletCount.cas_six_six' depends on axioms: [propext, Classical.choice, Quot.sound]
```
